# Real mean energy in phaseless AFQMC with real input, even fields and the force bias

In phaseless auxiliary-field quantum Monte Carlo (AFQMC), the fields make walkers complex, so a walker's local energy can be complex even when the Hamiltonian and trial state are real. If the weighted mean were complex too, keeping only its real part would discard a systematic contribution.

For real matrices, a real trial vector and a real initial walker, this does not happen when the mean runs over all paths built from a finite set of field vectors that contains $-x$ with every $x$ and gives both the same sampling weight. The initial trial overlap and the total weight are assumed nonzero, and conjugating a walker is assumed to turn its importance shift into minus the complex conjugate, as it does for the force bias. The reason is a pairing: reversing every field conjugates the walker and keeps its weight.

## Walkers, fields and shifts

In Lean 4 with Mathlib:

```lean
import Mathlib

open Matrix

namespace PhaselessFieldReversal

noncomputable section

/-- Real data of the propagation: one-body matrix `K`, field matrices `v g`, trial vector `T`. -/
structure Model (n G : Type*) where
  K : Matrix n n ℝ
  v : G → Matrix n n ℝ
  T : n → ℝ
```

A `Model` holds a real matrix $K$, real matrices $v_g$ labelled by $g$, and a real trial vector $T$. The time step is absorbed into $K$ and $v_g$. The index type `n` may label orbitals, for a single electron, or many-electron basis states; in the latter case, $K$ and $v_g$ are the matrices of one-body operators in that basis.

```lean
variable {n G : Type*} [Fintype n]

/-- A real matrix read as a complex one. -/
def toC (A : Matrix n n ℝ) : Matrix n n ℂ := A.map (fun a => (a : ℂ))
```

The basis is finite. `toC` reads a real matrix as a complex one.

```lean
/-- The overlap of the real trial vector with a walker. -/
def overlap (M : Model n G) (φ : n → ℂ) : ℂ := ∑ i, (M.T i : ℂ) * φ i
```

This is $\langle T,\phi\rangle=\sum_i T_i\phi_i$ for a walker $\phi$.

```lean
/-- The force bias `-i ⟨T, v_g φ⟩ / ⟨T, φ⟩`, for walkers with nonzero trial overlap. -/
def forceBias (M : Model n G) (φ : n → ℂ) (g : G) : ℂ :=
  -Complex.I * overlap M (toC (M.v g) *ᵥ φ) / overlap M φ
```

The force bias is $-i\langle T,v_g\phi\rangle/\langle T,\phi\rangle$.

```lean
/-- A shift rule is conjugation-odd if conjugating the walker sends the shift `b` to `-b*`. -/
def ConjOdd (b : (n → ℂ) → G → ℂ) : Prop := ∀ φ g, b (star φ) g = -star (b φ g)
```

A shift rule $b$, often written $\bar x$ in the literature, assigns a complex shift $b_g(\phi)$ to each field. Here `star` is complex conjugation, which I write as a bar. `ConjOdd`, a name local to this code, means $b_g(\bar\phi)=-\overline{b_g(\phi)}$: the shift treats a walker and its conjugate as mirror images under field reversal.

## One step and its weight

```lean
variable [DecidableEq n] [Fintype G]

/-- One step: the walker is multiplied by `exp(-K) exp(i ∑ (x_g - b_g) v_g)`. -/
def step (M : Model n G) (b : (n → ℂ) → G → ℂ) (x : G → ℝ) (φ : n → ℂ) : n → ℂ :=
  NormedSpace.exp (-toC M.K) *ᵥ
    (NormedSpace.exp (∑ g, (Complex.I * ((x g : ℂ) - b φ g)) • toC (M.v g)) *ᵥ φ)
```

For real fields $x_g$, a step sends $\phi$ to
$$\phi'=e^{-K}\exp\Big(i\sum_g (x_g-b_g(\phi))v_g\Big)\phi .$$

```lean
/-- The ratio of new to old trial overlap in one step, for a nonzero old overlap. -/
def ratio (M : Model n G) (b : (n → ℂ) → G → ℂ) (x : G → ℝ) (φ : n → ℂ) : ℂ :=
  overlap M (step M b x φ) / overlap M φ
```

The overlap ratio is $r=\langle T,\phi'\rangle/\langle T,\phi\rangle$.

```lean
/-- The phaseless weight factor of one step, for a nonzero old overlap: the modulus of the
overlap ratio times `exp(x·b - b·b/2)`, multiplied by `max(0, cos Δθ)`, with `Δθ` the phase
of the overlap ratio. -/
def factor (M : Model n G) (b : (n → ℂ) → G → ℂ) (x : G → ℝ) (φ : n → ℂ) : ℝ :=
  ‖ratio M b x φ * Complex.exp (∑ g, ((x g : ℂ) * b φ g - b φ g * b φ g / 2))‖ *
    max 0 (Real.cos (ratio M b x φ).arg)
```

The weight factor is
$$\Big|r\,e^{\sum_g (x_g b_g-b_g^2/2)}\Big|\max(0,\cos\Delta\theta),\qquad \Delta\theta=\arg r.$$

## Paths and their mean energy

```lean
/-- The walker at the end of a list of fields, applied from first to last. -/
def walk (M : Model n G) (b : (n → ℂ) → G → ℂ) : (n → ℂ) → List (G → ℝ) → (n → ℂ)
  | φ, [] => φ
  | φ, x :: l => walk M b (step M b x φ) l
```

`walk` applies a list of field vectors from first to last.

```lean
/-- The product of the phaseless factors along a list of fields. -/
def weight (M : Model n G) (b : (n → ℂ) → G → ℂ) : (n → ℂ) → List (G → ℝ) → ℝ
  | _, [] => 1
  | φ, x :: l => factor M b x φ * weight M b (step M b x φ) l
```

`weight` multiplies the factors met along the way; an empty list has weight 1.

```lean
/-- All paths of `N` steps with fields from the finite set `S`. -/
def paths (S : Finset (G → ℝ)) (N : ℕ) : Finset (Fin N → G → ℝ) :=
  Fintype.piFinset fun _ => S
```

A path is $x=(x_0,\dots,x_{N-1})$, with each field vector taken from the finite set $S$.

```lean
/-- Sampling weight of a path times its phaseless weight. -/
def pathWeight (M : Model n G) (b : (n → ℂ) → G → ℂ) (p : (G → ℝ) → ℝ) (φ : n → ℂ)
    {N : ℕ} (x : Fin N → G → ℝ) : ℝ :=
  (∏ k, p (x k)) * weight M b φ (List.ofFn x)
```

The path weight $W_x$ is $\prod_k p(x_k)$ times the phaseless weight, where $p$ is the real sampling weight of a field vector.

```lean
/-- `E` is a weighted mean of local energies `e`: `e ⟨T, φ⟩ = ⟨T, H φ⟩` on each path of nonzero
weight, and `E` times the total weight is the weighted sum of the `e`. -/
def IsMeanEnergy (M : Model n G) (b : (n → ℂ) → G → ℂ) (p : (G → ℝ) → ℝ)
    (S : Finset (G → ℝ)) (N : ℕ) (φ : n → ℂ) (H : Matrix n n ℝ) (E : ℂ) : Prop :=
  ∃ e : (Fin N → G → ℝ) → ℂ,
    (∀ x ∈ paths S N, pathWeight M b p φ x ≠ 0 →
      e x * overlap M (walk M b φ (List.ofFn x)) =
        overlap M (toC H *ᵥ walk M b φ (List.ofFn x))) ∧
    E * ((∑ x ∈ paths S N, pathWeight M b p φ x : ℝ) : ℂ) =
      ∑ x ∈ paths S N, (pathWeight M b p φ x : ℂ) * e x
```

Let $\phi_x$ be the final walker of path $x$. The definition says that $E$ is a mean of local energies $e(x)$ if
$$e(x)\langle T,\phi_x\rangle=\langle T,H\phi_x\rangle\ \text{ whenever } W_x\neq0,\qquad E\sum_x W_x=\sum_x W_x e(x).$$
Here $H$ is any real matrix.

## Field reversal conjugates the walker

```lean
omit [DecidableEq n] [Fintype G] in
/-- Conjugating a walker conjugates its overlap with the real trial vector. -/
theorem overlap_conj (M : Model n G) (φ : n → ℂ) :
    overlap M (star φ) = star (overlap M φ) := by
  simp [overlap]
```

In a `theorem`, the statement after the last top-level colon is the conclusion, and the proof follows `:=`. Since $T$ is real, $\langle T,\bar\phi\rangle=\overline{\langle T,\phi\rangle}$.

```lean
omit [DecidableEq n] in
/-- Conjugating a matrix-vector product conjugates the matrix entries and the vector. -/
theorem mulVec_conj (A : Matrix n n ℂ) (φ : n → ℂ) :
    star (A *ᵥ φ) = A.map star *ᵥ star φ := by
  ext i
  simp [Matrix.mulVec, dotProduct]
```

Conjugating each term of $\sum_j A_{ij}\phi_j$ gives $\overline{A\phi}=\bar A\bar\phi$.

```lean
omit [DecidableEq n] in
/-- A real matrix commutes with complex conjugation of walkers. -/
theorem real_mulVec_conj (A : Matrix n n ℝ) (φ : n → ℂ) :
    toC A *ᵥ star φ = star (toC A *ᵥ φ) := by
  have h : (toC A).map star = toC A := by ext i j; simp [toC]
  rw [mulVec_conj, h]
```

For real $A$, this becomes $A\bar\phi=\overline{A\phi}$.

```lean
/-- Reversing the field and conjugating the walker conjugates the propagated walker, for a
conjugation-odd shift. -/
theorem step_conj (M : Model n G) {b : (n → ℂ) → G → ℂ} (hb : ConjOdd b)
    (x : G → ℝ) (φ : n → ℂ) : step M b (-x) (star φ) = star (step M b x φ) := by
  -- the exponential commutes with entrywise conjugation
  have hexp (A : Matrix n n ℂ) :
      (NormedSpace.exp A).map star = NormedSpace.exp (A.map star) := by
    have h (B : Matrix n n ℂ) : B.map star = Bᴴᵀ := rfl
    rw [h, h, Matrix.exp_transpose, Matrix.exp_conjTranspose]
  have h1 : (-toC M.K).map star = -toC M.K := by ext i j; simp [toC]
  have h2 : (∑ g, (Complex.I * ((x g : ℂ) - b φ g)) • toC (M.v g)).map star =
      ∑ g, (Complex.I * (((-x) g : ℝ) - b (star φ) g)) • toC (M.v g) := by
    ext i j
    simp only [Matrix.map_apply, Matrix.sum_apply, Matrix.smul_apply, star_sum, smul_eq_mul]
    refine Finset.sum_congr rfl fun g _ => ?_
    rw [hb φ g]
    simp only [toC, Matrix.map_apply, Complex.star_def, map_mul, map_sub, Complex.conj_I,
      Complex.conj_ofReal, Pi.neg_apply, Complex.ofReal_neg]
    ring
  unfold step
  rw [mulVec_conj, mulVec_conj, hexp, hexp, h1, h2]
```

By hand, the coefficient of $v_g$ in the exponent conjugates to
$$\overline{i(x_g-b_g(\phi))}=i(-x_g+\overline{b_g(\phi)})=i(-x_g-b_g(\bar\phi)),$$
which is the coefficient for field $-x$ and walker $\bar\phi$. This is `h2`. The power series gives $\overline{e^A}=e^{\bar A}$; `hexp` obtains it by writing conjugation as a conjugate transpose followed by a transpose. So the new walker is $\overline{\phi'}$.

```lean
/-- Reversing the field and conjugating the walker leaves the phaseless factor unchanged, for a
conjugation-odd shift. -/
theorem factor_conj (M : Model n G) {b : (n → ℂ) → G → ℂ} (hb : ConjOdd b)
    (x : G → ℝ) (φ : n → ℂ) : factor M b (-x) (star φ) = factor M b x φ := by
  have hr : ratio M b (-x) (star φ) = starRingEnd ℂ (ratio M b x φ) := by
    unfold ratio
    rw [step_conj M hb, overlap_conj, overlap_conj]
    exact (map_div₀ (starRingEnd ℂ) _ _).symm
  have hs : ∑ g, ((((-x) g : ℝ) : ℂ) * b (star φ) g - b (star φ) g * b (star φ) g / 2) =
      starRingEnd ℂ (∑ g, ((x g : ℂ) * b φ g - b φ g * b φ g / 2)) := by
    rw [map_sum]
    refine Finset.sum_congr rfl fun g _ => ?_
    rw [hb φ g]
    simp only [Complex.star_def, map_mul, map_sub, map_div₀, map_ofNat,
      Complex.conj_ofReal, Pi.neg_apply, Complex.ofReal_neg]
    ring
  unfold factor
  rw [hr, hs, Complex.exp_conj, ← map_mul, RCLike.norm_conj, Complex.arg_conj]
  split_ifs with h
  · rw [h]
  · rw [Real.cos_neg]
```

The overlap ratio becomes $\bar r$ (`hr`). The shift exponent is conjugated too (`hs`), because
$$-x_g b_g(\bar\phi)-\tfrac12 b_g(\bar\phi)^2=x_g\overline{b_g(\phi)}-\tfrac12\overline{b_g(\phi)}^{\,2}.$$
The modulus is unchanged. The phase changes sign, or stays $\pi$ if $r$ is negative real, so its cosine is unchanged as well.

```lean
/-- Reversing all fields of a path and conjugating the initial walker conjugates the final walker
and preserves the phaseless weight, for a conjugation-odd shift. -/
theorem path_reversal (M : Model n G) {b : (n → ℂ) → G → ℂ} (hb : ConjOdd b)
    (φ : n → ℂ) (l : List (G → ℝ)) :
    walk M b (star φ) (l.map fun y => -y) = star (walk M b φ l) ∧
      weight M b (star φ) (l.map fun y => -y) = weight M b φ l := by
  induction l generalizing φ with
  | nil => exact ⟨rfl, rfl⟩
  | cons x l ih =>
    simp only [List.map_cons, walk, weight, step_conj M hb, factor_conj M hb]
    exact ⟨(ih _).1, by rw [(ih _).2]⟩
```

The proof is by induction on the list. The first reversed step produces the conjugate of the original new walker with the same factor, and the induction hypothesis handles the remaining fields. It must hold for every starting walker, hence `generalizing φ`.

## Pairing the paths

```lean
/-- A walker that starts with nonzero trial overlap and ends with nonzero phaseless weight
has nonzero trial overlap at the end. -/
theorem overlap_ne_zero_of_weight (M : Model n G) (b : (n → ℂ) → G → ℂ) (φ : n → ℂ)
    (l : List (G → ℝ)) (h0 : overlap M φ ≠ 0) (hw : weight M b φ l ≠ 0) :
    overlap M (walk M b φ l) ≠ 0 := by
  induction l generalizing φ with
  | nil => exact h0
  | cons x l ih =>
    refine ih _ (fun h => ?_) (right_ne_zero_of_mul hw)
    exact left_ne_zero_of_mul hw (by simp [factor, ratio, h])
```

If a step ends at zero overlap, then $r=0$, its factor is zero and so is the whole product. A nonzero weight therefore guarantees a nonzero final overlap. Only the initial overlap has to be assumed nonzero; divisions by zero after a path has lost its overlap do not affect its zero weight.

```lean
/-- For real matrices and trial vector, a real initial walker with nonzero trial overlap, an even
field set with even sampling weights and a conjugation-odd shift, the weighted mean local energy
after `N` phaseless steps is real whenever the total weight is nonzero. -/
theorem mean_energy_real (M : Model n G) {b : (n → ℂ) → G → ℂ} (hb : ConjOdd b)
    {p : (G → ℝ) → ℝ} {S : Finset (G → ℝ)} (hS : ∀ x ∈ S, -x ∈ S)
    (hp : ∀ x ∈ S, p (-x) = p x) {φ : n → ℂ} (hφ : star φ = φ) (h0 : overlap M φ ≠ 0)
    (H : Matrix n n ℝ) (N : ℕ) {E : ℂ} (hE : IsMeanEnergy M b p S N φ H E)
    (hW : ∑ x ∈ paths S N, pathWeight M b p φ x ≠ 0) : E.im = 0 := by
  obtain ⟨e, he, hE⟩ := hE
  have hl (x : Fin N → G → ℝ) : List.ofFn (-x) = (List.ofFn x).map fun y => -y := by
    rw [List.map_ofFn]; rfl
  have hmem : ∀ x ∈ paths S N, -x ∈ paths S N := fun x hx =>
    Fintype.mem_piFinset.mpr fun k => hS _ (Fintype.mem_piFinset.mp hx k)
  have hrev (x : Fin N → G → ℝ) := path_reversal M hb φ (List.ofFn x)
  simp only [hφ, ← hl] at hrev
  have hw : ∀ x ∈ paths S N, pathWeight M b p φ (-x) = pathWeight M b p φ x := by
    intro x hx
    unfold pathWeight
    rw [(hrev x).2]
    congr 1
    exact Finset.prod_congr rfl fun k _ => hp _ (Fintype.mem_piFinset.mp hx k)
  -- paired paths have conjugate local energies
  have hc : ∀ x ∈ paths S N, pathWeight M b p φ x ≠ 0 → e (-x) = star (e x) := by
    intro x hx hx0
    have hO := overlap_ne_zero_of_weight M b φ _ h0 (right_ne_zero_of_mul hx0)
    have h2 := he (-x) (hmem x hx) (by rwa [hw x hx])
    rw [(hrev x).1, real_mulVec_conj, overlap_conj, overlap_conj, ← he x hx hx0,
      star_mul'] at h2
    exact mul_right_cancel₀ (star_ne_zero.mpr hO) h2
  -- hence the weighted energy sum equals its conjugate
  have hA : star (∑ x ∈ paths S N, (pathWeight M b p φ x : ℂ) * e x) =
      ∑ x ∈ paths S N, (pathWeight M b p φ x : ℂ) * e x := by
    rw [star_sum]
    refine Finset.sum_nbij' (fun x => -x) (fun x => -x) hmem hmem
      (fun x _ => neg_neg x) (fun x _ => neg_neg x) fun x hx => ?_
    rw [hw x hx]
    by_cases hx0 : pathWeight M b p φ x = 0
    · simp [hx0]
    · rw [hc x hx hx0, star_mul', Complex.star_def, Complex.conj_ofReal]
  rw [← hE, star_mul', Complex.star_def, Complex.conj_ofReal] at hA
  exact Complex.conj_eq_iff_im.mp (mul_right_cancel₀ (Complex.ofReal_ne_zero.mpr hW) hA)
```

The hypotheses `hS` and `hp` make the field set and sampling weights even, as a centred Gaussian density is. `hφ` says that the initial walker is real, `h0` that its overlap is nonzero, and `hW` that the total weight is nonzero. The conclusion `E.im = 0` holds for every $N$, including zero.

By the path result, $\phi_{-x}=\overline{\phi_x}$ and $W_{-x}=W_x$ (`hrev`, `hw`). When $W_x\neq0$,
$$e(-x)\overline{\langle T,\phi_x\rangle}=\langle T,H\overline{\phi_x}\rangle=\overline{\langle T,H\phi_x\rangle}=\overline{e(x)}\;\overline{\langle T,\phi_x\rangle}.$$
Cancelling the nonzero overlap gives $e(-x)=\overline{e(x)}$ (`hc`). Reindexing by $x\mapsto-x$, done by `Finset.sum_nbij'`, then yields
$$\overline{\sum_x W_xe(x)}=\sum_x W_{-x}e(-x)=\sum_x W_xe(x).$$
The weighted sum is real, and dividing by the real, nonzero total weight makes $E$ real.

One gap between this theorem and a simulation is the passage from a finite sum over all paths to random samples of Gaussian fields. Population control and bounds on the weights or the force bias, which simulations may also use, are not modelled here. A sample need not contain $x$ and $-x$ equally often, so its mean can have an imaginary part.

```lean
/-- For propagation without shift, the mean local energy is real if the initial walker is real with
nonzero trial overlap, the field set and sampling weights are even, and the total weight is nonzero.
-/
theorem mean_energy_real_unshifted (M : Model n G)
    {p : (G → ℝ) → ℝ} {S : Finset (G → ℝ)} (hS : ∀ x ∈ S, -x ∈ S)
    (hp : ∀ x ∈ S, p (-x) = p x) {φ : n → ℂ} (hφ : star φ = φ) (h0 : overlap M φ ≠ 0)
    (H : Matrix n n ℝ) (N : ℕ) {E : ℂ} (hE : IsMeanEnergy M 0 p S N φ H E)
    (hW : ∑ x ∈ paths S N, pathWeight M 0 p φ x ≠ 0) : E.im = 0 :=
  mean_energy_real M (fun _ _ => by simp) hS hp hφ h0 H N hE hW
```

With no shift, $b=0$ satisfies the conjugation condition.

```lean
/-- For propagation with the force bias, the mean local energy is real if the initial walker is real
with nonzero trial overlap, the field set and sampling weights are even, and the total weight is
nonzero. -/
theorem mean_energy_real_forceBias (M : Model n G)
    {p : (G → ℝ) → ℝ} {S : Finset (G → ℝ)} (hS : ∀ x ∈ S, -x ∈ S)
    (hp : ∀ x ∈ S, p (-x) = p x) {φ : n → ℂ} (hφ : star φ = φ) (h0 : overlap M φ ≠ 0)
    (H : Matrix n n ℝ) (N : ℕ) {E : ℂ} (hE : IsMeanEnergy M (forceBias M) p S N φ H E)
    (hW : ∑ x ∈ paths S N, pathWeight M (forceBias M) p φ x ≠ 0) : E.im = 0 := by
  refine mean_energy_real M (fun φ g => ?_) hS hp hφ h0 H N hE hW
  unfold forceBias
  rw [real_mulVec_conj, overlap_conj, overlap_conj]
  simp only [Complex.star_def, map_div₀, map_mul, map_neg, Complex.conj_I]
  ring
```

For the force bias, conjugating $\phi$ conjugates both overlaps but leaves the prefactor $-i$ alone. The result is $-\overline{b_g(\phi)}$, as required.

## A complex path energy in two levels

```lean
/-- A two-level model with `K = 0`, one field matrix `diag(1, 0)` and trial vector `(1, 1)`. -/
def twoLevel : Model (Fin 2) (Fin 1) := ⟨0, fun _ => diagonal ![1, 0], ![1, 1]⟩
```

The example has $K=0$, $v=\mathrm{diag}(1,0)$ and $T=(1,1)$.

```lean
/-- In the two-level model without shift, the field `π/2` takes the walker `(1, 1)` to `(i, 1)`,
whose local energy for `H = diag(1, 0)` is `(1 + i)/2`. -/
theorem single_path_energy_complex :
    step twoLevel 0 (fun _ => Real.pi / 2) ![1, 1] = ![Complex.I, 1] ∧
      overlap twoLevel (toC (diagonal ![1, 0]) *ᵥ ![Complex.I, 1]) /
        overlap twoLevel ![Complex.I, 1] = (1 + Complex.I) / 2 := by
  constructor
  · have h : ∑ g : Fin 1, (Complex.I * (((Real.pi / 2 : ℝ) : ℂ) -
        (0 : (Fin 2 → ℂ) → Fin 1 → ℂ) ![1, 1] g)) • toC (twoLevel.v g) =
        diagonal ![(Real.pi : ℂ) / 2 * Complex.I, 0] := by
      ext i j
      fin_cases i <;> fin_cases j <;> simp [toC, twoLevel, mul_comm]
    have hK : -toC twoLevel.K = 0 := by ext i j; simp [toC, twoLevel]
    have hI : Complex.exp ((Real.pi : ℂ) / 2 * Complex.I) = Complex.I := by
      rw [Complex.exp_mul_I, Complex.cos_pi_div_two, Complex.sin_pi_div_two]; ring
    unfold step
    rw [h, hK, NormedSpace.exp_zero, Matrix.one_mulVec, Matrix.exp_diagonal]
    ext i
    rw [Matrix.mulVec_diagonal, Pi.coe_exp, ← Complex.exp_eq_exp_ℂ]
    fin_cases i <;> simp [hI]
  · have h1 : overlap twoLevel (toC (diagonal ![1, 0]) *ᵥ ![Complex.I, 1]) = Complex.I := by
      simp [overlap, twoLevel, toC, Matrix.mulVec, dotProduct, Fin.sum_univ_succ]
    have h2 : overlap twoLevel ![Complex.I, 1] = Complex.I + 1 := by
      simp [overlap, twoLevel, Fin.sum_univ_succ]
    have h3 : Complex.I + 1 ≠ 0 := fun h => by simpa using congrArg Complex.im h
    rw [h1, h2, div_eq_iff h3]
    linear_combination (-(1 / 2) : ℂ) * Complex.I_sq

end

end PhaselessFieldReversal
```

The field $\pi/2$ acts as $\mathrm{diag}(i,1)$, taking $(1,1)$ to $(i,1)$. For $H=\mathrm{diag}(1,0)$ the local energy is $i/(1+i)=(1+i)/2$. Normalising the vectors would not change this ratio.

The same numbers show what fails if the field set is not even. Take $S=\{\pi/2\}$, $p=1$, no shift and one step. The overlap ratio is $(1+i)/2$, the path weight is $1/2$, and the mean energy is the complex number $(1+i)/2$. Adding the field $-\pi/2$ with equal sampling weight brings in the conjugate energy, and the mean becomes $1/2$.

The pairing argument also applies to a purely imaginary matrix in place of $H$, such as that of a momentum component in a basis of real functions. Paired local values are then negative conjugates of each other, so the real part of the weighted mean is zero.

```lean
#print axioms PhaselessFieldReversal.mean_energy_real_unshifted
#print axioms PhaselessFieldReversal.mean_energy_real_forceBias
#print axioms PhaselessFieldReversal.single_path_energy_complex
```

```
'PhaselessFieldReversal.mean_energy_real_unshifted' depends on axioms: [propext, Classical.choice, Quot.sound]
'PhaselessFieldReversal.mean_energy_real_forceBias' depends on axioms: [propext, Classical.choice, Quot.sound]
'PhaselessFieldReversal.single_path_energy_complex' depends on axioms: [propext, Classical.choice, Quot.sound]
```
